# A Crank–Nicolson step for the density matrix can destroy positivity in a three-level system

Take a system with energies 0, 1, 2, with $\hbar=1$, and the density matrix whose entries in the energy eigenbasis are all $1/3$. One Crank–Nicolson step of the von Neumann equation, of any nonzero length $\tau$, gives a unique matrix $X$. It is Hermitian and has trace one, but its determinant is negative, so it is not a quantum state. For $\tau=2$ the determinant is $-4/135$.

## The implicit step

With $\hbar=1$, a closed system with Hamiltonian $H$ obeys $\dot\rho=-i[H,\rho]$. The Crank–Nicolson rule replaces the derivative by a difference quotient and $\rho$ on the right by the mean of its old and new values. The new matrix $X$ is then defined implicitly by

$$X-\rho=-\frac{i\tau}{2}\,[H,\,X+\rho].$$

For $\tau=2$ the prefactor is $-i$. The initial matrix is the projector $\rho=|\psi\rangle\langle\psi|$ onto the normalised vector $\psi=(1,1,1)/\sqrt3$, the equal superposition of the three energy eigenstates.

The result bears on density-matrix propagation in simulations: already for a closed three-level model and a single step, correct trace and Hermiticity do not show that the propagated matrix is a state. It concerns the rule applied to the von Neumann equation itself. The map $\rho\mapsto U\rho U^\dagger$ with the Crank–Nicolson propagator of the Schrödinger equation, $U=(1+i\tau H/2)^{-1}(1-i\tau H/2)$, is a different scheme; there $U$ is unitary and positivity is kept.

## Each coherence acquires a phase

Let $H$ be diagonal with real energies $E_j$, and set $x_{jk}=\tau(E_j-E_k)/2$. The $(j,k)$ entry of the commutator $[H,M]$ is $(E_j-E_k)M_{jk}$, so the step decouples into scalar equations:

$$X_{jk}-\rho_{jk}=-ix_{jk}(X_{jk}+\rho_{jk}),\qquad (1+ix_{jk})X_{jk}=(1-ix_{jk})\rho_{jk}.$$

The number $1+ix_{jk}$ has real part 1 and is never zero. Hence there is exactly one solution,

$$X_{jk}=\varphi(x_{jk})\,\rho_{jk},\qquad \varphi(x)=\frac{1-ix}{1+ix}.$$

For real $x$, numerator and denominator are complex conjugates, so $|\varphi(x)|=1$ and $\overline{\varphi(x)}=\varphi(-x)$. Since $x_{kj}=-x_{jk}$, a Hermitian $\rho$ gives

$$\overline{X_{kj}}=\varphi(-x_{kj})\,\overline{\rho_{kj}}=\varphi(x_{jk})\,\rho_{jk}=X_{jk}.$$

On the diagonal $x_{jj}=0$ and $\varphi(0)=1$, so the populations, and with them the trace, are unchanged.

## The determinant for three levels

Number the levels 0, 1, 2, with $E_j=j$. Write $a=\varphi(\tau/2)$ for the factor of a single energy gap and $b=\varphi(\tau)$ for that of the double gap. Then

$$X=\frac13\begin{pmatrix}1&\bar a&\bar b\\ a&1&\bar a\\ b&a&1\end{pmatrix}.$$

Expanding the determinant and using $|a|=|b|=1$ gives

$$27\det X=1+2\,\mathrm{Re}(\bar a^2b)-2|a|^2-|b|^2=2\,\mathrm{Re}(\bar a^2b)-2=-|a^2-b|^2.$$

The last equality follows by expanding $|a^2-b|^2=2-2\,\mathrm{Re}(\bar a^2b)$. Under exact evolution the phases are $e^{-i\tau(E_j-E_k)}$, the double gap carries the square of the single-gap phase, and the corresponding difference vanishes. For the Cayley factors,

$$a^2-b=\frac{(2-i\tau)^2(1+i\tau)-(2+i\tau)^2(1-i\tau)}{(2+i\tau)^2(1+i\tau)}.$$

The first product in the numerator is $4+3\tau^2-i\tau^3$ and the second is its conjugate, so the numerator is $-2i\tau^3$. Therefore

$$\det X=-\frac{4\tau^6}{27(4+\tau^2)^2(1+\tau^2)}.$$

This is negative for every real $\tau\neq0$. A positive semidefinite matrix has nonnegative eigenvalues and hence a nonnegative determinant, so $X$ is not positive semidefinite. At $\tau=2$ the value is $-4\cdot64/(27\cdot64\cdot5)=-4/135$.

## Two levels keep positivity

With two levels there is only one energy gap, and the phases factor. Put $d_0=\varphi(x_{01})$, $d_1=1$ and $D=\mathrm{diag}(d_0,d_1)$. Then $\varphi(x_{jk})=d_j\bar d_k$ for all four index pairs: the diagonal cases are $|d_0|^2=1$ and $|d_1|^2=1$, the pair $(0,1)$ holds by definition, and $(1,0)$ is its conjugate. So $X=D\rho D^\dagger$, and for every vector $v$

$$v^\dagger Xv=(D^\dagger v)^\dagger\rho\,(D^\dagger v)\ge0$$

whenever $\rho$ is positive semidefinite. The loss of positivity for diagonal $H$ therefore needs at least three levels.

## What the Lean statements say

`IsStep H τ ρ X` is the implicit equation itself, with $\hbar=1$ and a real time step. `hamiltonian E` is the diagonal matrix of the real energies `E`, `ladder` lists 0, 1, 2, and `superposition` is the initial matrix, entered directly with entries $1/3$. The function `phase` is $\varphi$, and `evolved` multiplies each entry of $\rho$ by its factor.

The main theorem, `loses_positivity`, assumes only `τ ≠ 0`. Its first part, written with `∃!`, says that the step has exactly one solution. Its second part says that any solution is Hermitian, has trace one, has negative determinant and fails `PosSemidef`. The determinant is a complex number; in the order used here, `X.det < 0` means that its imaginary part is zero and its real part is negative. That the initial matrix is a state is the separate theorem `superposition_state`.

`det_step_two` writes out the equation for $\tau=2$ and gives the determinant of any solution. `two_level_posSemidef` covers every pair of real energies, equal ones included, and every real $\tau$; it does not require trace one.

The theorems concern a single step of a closed, finite system whose Hamiltonian is already written in its eigenbasis. Loss of positivity is established for the stated energies and initial matrix, not for every three-level system, and there is no dissipation.

```lean
import Mathlib

open Matrix
open Complex (I)
open scoped ComplexOrder

namespace LiouvilleCrankNicolson

noncomputable section

/-- The Crank-Nicolson relation between the density matrix `ρ` and its successor `X`
after a time step `τ` of the von Neumann equation, with ħ = 1. -/
def IsStep {n : Type*} [Fintype n] (H : Matrix n n ℂ) (τ : ℝ) (ρ X : Matrix n n ℂ) : Prop :=
  X - ρ = (-(I * ((τ : ℂ) / 2))) • (H * (X + ρ) - (X + ρ) * H)

/-- The Hamiltonian with energies `E`, written in its eigenbasis. -/
def hamiltonian {n : Type*} [DecidableEq n] (E : n → ℝ) : Matrix n n ℂ :=
  diagonal fun j => (E j : ℂ)

/-- The Cayley factor `(1 - ix)/(1 + ix)`. -/
def phase (x : ℝ) : ℂ := (1 - I * (x : ℂ)) / (1 + I * (x : ℂ))

/-- The matrix obtained from `ρ` by multiplying each entry by the Cayley factor of its
energy difference times half the time step. -/
def evolved {n : Type*} (E : n → ℝ) (τ : ℝ) (ρ : Matrix n n ℂ) : Matrix n n ℂ :=
  Matrix.of fun j k => phase (τ * (E j - E k) / 2) * ρ j k

/-- Three equally spaced energies 0, 1, 2. -/
def ladder : Fin 3 → ℝ := ![0, 1, 2]

/-- The three-level density matrix with all entries 1/3. -/
def superposition : Matrix (Fin 3) (Fin 3) ℂ := Matrix.of fun _ _ => 1 / 3

lemma den_ne (x : ℝ) : 1 + I * (x : ℂ) ≠ 0 := by
  intro h
  have h' := congrArg Complex.re h
  simp at h'

/-- Complex conjugation of a Cayley factor reverses the sign of its argument. -/
lemma star_phase (x : ℝ) : star (phase x) = phase (-x) := by
  change starRingEnd ℂ (phase x) = _
  simp only [phase, map_div₀, map_sub, map_add, map_mul, map_one, Complex.conj_I,
    Complex.conj_ofReal, Complex.ofReal_neg]
  ring

lemma phase_mul_neg (x : ℝ) : phase x * phase (-x) = 1 := by
  unfold phase
  rw [div_mul_div_comm, div_eq_one_iff_eq (mul_ne_zero (den_ne x) (den_ne (-x)))]
  push_cast
  ring

lemma phase_eq (x : ℝ) :
    phase x = (((1 - x ^ 2) / (1 + x ^ 2) : ℝ) : ℂ) - ((2 * x / (1 + x ^ 2) : ℝ) : ℂ) * I := by
  have h : (1 : ℂ) + (x : ℂ) ^ 2 ≠ 0 := by
    have h' : (1 : ℝ) + x ^ 2 ≠ 0 := by positivity
    exact_mod_cast h'
  have e : phase x = (1 - (x : ℂ) ^ 2 - 2 * x * I) / (1 + (x : ℂ) ^ 2) := by
    unfold phase
    rw [div_eq_div_iff (den_ne x) h]
    linear_combination 2 * (x : ℂ) ^ 2 * Complex.I_sq
  rw [e]
  push_cast
  ring

/-- In the energy eigenbasis the Crank-Nicolson relation holds exactly when every entry of
the density matrix is multiplied by its Cayley factor. -/
theorem isStep_iff {n : Type*} [Fintype n] [DecidableEq n] (E : n → ℝ) (τ : ℝ)
    (ρ X : Matrix n n ℂ) : IsStep (hamiltonian E) τ ρ X ↔ X = evolved E τ ρ := by
  unfold IsStep hamiltonian
  constructor
  · intro h
    ext j k
    have e := congrArg (fun M : Matrix n n ℂ => M j k) h
    simp only [Matrix.sub_apply, Matrix.smul_apply, Matrix.diagonal_mul,
      Matrix.mul_diagonal, Matrix.add_apply, smul_eq_mul] at e
    change X j k = phase (τ * (E j - E k) / 2) * ρ j k
    unfold phase
    rw [div_mul_eq_mul_div, eq_div_iff (den_ne _)]
    push_cast
    linear_combination e
  · intro h
    ext j k
    have e : X j k = phase (τ * (E j - E k) / 2) * ρ j k := by rw [h]; rfl
    unfold phase at e
    rw [div_mul_eq_mul_div, eq_div_iff (den_ne _)] at e
    push_cast at e
    simp only [Matrix.sub_apply, Matrix.smul_apply, Matrix.diagonal_mul,
      Matrix.mul_diagonal, Matrix.add_apply, smul_eq_mul]
    linear_combination e

/-- The evolved matrix is Hermitian if the initial one is, and it has the same trace. -/
theorem evolved_hermitian_trace {n : Type*} [Fintype n] (E : n → ℝ) (τ : ℝ)
    (ρ : Matrix n n ℂ) :
    (ρ.IsHermitian → (evolved E τ ρ).IsHermitian) ∧ (evolved E τ ρ).trace = ρ.trace := by
  constructor
  · intro hρ
    ext j k
    change star (phase (τ * (E k - E j) / 2) * ρ k j) = phase (τ * (E j - E k) / 2) * ρ j k
    have e : -(τ * (E k - E j) / 2) = τ * (E j - E k) / 2 := by ring
    rw [star_mul', star_phase, hρ.apply j k, e]
  · simp [Matrix.trace, evolved, phase]

/-- The determinant of the matrix obtained from the density matrix with all entries 1/3 by
multiplying each entry by its Cayley factor, for energies 0, 1, 2 and time step `τ`. -/
theorem det_evolved (τ : ℝ) : (evolved ladder τ superposition).det =
    ((-(4 * τ ^ 6 / (27 * (4 + τ ^ 2) ^ 2 * (1 + τ ^ 2))) : ℝ) : ℂ) := by
  obtain ⟨c, hc⟩ : ∃ c, c = (4 - τ ^ 2) / (4 + τ ^ 2) := ⟨_, rfl⟩
  obtain ⟨s, hs⟩ : ∃ s, s = 4 * τ / (4 + τ ^ 2) := ⟨_, rfl⟩
  obtain ⟨C, hC⟩ : ∃ C, C = (1 - τ ^ 2) / (1 + τ ^ 2) := ⟨_, rfl⟩
  obtain ⟨S, hS⟩ : ∃ S, S = 2 * τ / (1 + τ ^ 2) := ⟨_, rfl⟩
  -- Cayley factors of the single and double energy gaps
  have p1 : phase (τ / 2) = (c : ℂ) - s * I := by
    have h1 : (1 - (τ / 2) ^ 2) / (1 + (τ / 2) ^ 2) = c := by
      rw [hc, div_eq_div_iff (by positivity) (by positivity)]; ring
    have h2 : 2 * (τ / 2) / (1 + (τ / 2) ^ 2) = s := by
      rw [hs, div_eq_div_iff (by positivity) (by positivity)]; ring
    rw [phase_eq, h1, h2]
  have p2 : phase τ = (C : ℂ) - S * I := by rw [phase_eq, hC, hS]
  have q1 : phase (-(τ / 2)) = (c : ℂ) + s * I := by
    rw [← star_phase, p1]; simp
  have q2 : phase (-τ) = (C : ℂ) + S * I := by
    rw [← star_phase, p2]; simp
  have p0 : phase 0 = 1 := by simp [phase]
  have hx : ∀ j k, evolved ladder τ superposition j k =
      phase (τ * (ladder j - ladder k) / 2) * (1 / 3) := fun _ _ => rfl
  have l0 : ladder 0 = 0 := rfl
  have l1 : ladder 1 = 1 := rfl
  have l2 : ladder 2 = 2 := rfl
  -- the determinant as a real expression
  have hr : (1 - 2 * (c ^ 2 + s ^ 2) - (C ^ 2 + S ^ 2)
      + 2 * ((c ^ 2 - s ^ 2) * C + 2 * c * s * S)) / 27 =
      -(4 * τ ^ 6 / (27 * (4 + τ ^ 2) ^ 2 * (1 + τ ^ 2))) := by
    have h4 : 4 + τ ^ 2 ≠ 0 := by positivity
    have h1 : 1 + τ ^ 2 ≠ 0 := by positivity
    rw [hc, hs, hC, hS]
    field_simp
    ring
  rw [Matrix.det_fin_three, ← hr]
  simp only [hx, l0, l1, l2,
    show τ * (0 - 0) / 2 = 0 by ring, show τ * (1 - 1) / 2 = 0 by ring,
    show τ * (2 - 2) / 2 = 0 by ring, show τ * (0 - 1) / 2 = -(τ / 2) by ring,
    show τ * (1 - 2) / 2 = -(τ / 2) by ring, show τ * (0 - 2) / 2 = -τ by ring,
    show τ * (1 - 0) / 2 = τ / 2 by ring, show τ * (2 - 1) / 2 = τ / 2 by ring,
    show τ * (2 - 0) / 2 = τ by ring, p0, p1, p2, q1, q2]
  push_cast
  linear_combination
    ((2 * C * s ^ 2 - 4 * c * s * S + 2 * s ^ 2 + S ^ 2) / 27 : ℂ) * Complex.I_sq

/-- The matrix with all entries 1/3 is a density matrix: positive semidefinite, trace one. -/
theorem superposition_state : superposition.PosSemidef ∧ superposition.trace = 1 := by
  constructor
  · have hH : superpositionᴴ = superposition := by
      ext i j
      simp [superposition]
    have hP : superposition * superposition = superposition := by
      ext i j
      simp only [Matrix.mul_apply, superposition, Matrix.of_apply, Fin.sum_univ_three]
      norm_num
    have h := Matrix.posSemidef_conjTranspose_mul_self superposition
    rwa [hH, hP] at h
  · simp [Matrix.trace, superposition]

/-- For every nonzero time step, the Crank-Nicolson relation for energies 0, 1, 2 and the
density matrix with all entries 1/3 has a unique solution; it is Hermitian with trace one, but
its determinant is negative and it is not positive semidefinite. -/
theorem loses_positivity (τ : ℝ) (hτ : τ ≠ 0) :
    (∃! X, IsStep (hamiltonian ladder) τ superposition X) ∧
    ∀ X, IsStep (hamiltonian ladder) τ superposition X →
      X.IsHermitian ∧ X.trace = 1 ∧ X.det < 0 ∧ ¬ X.PosSemidef := by
  refine ⟨⟨evolved ladder τ superposition, (isStep_iff _ _ _ _).2 rfl,
    fun Y hY => (isStep_iff _ _ _ _).1 hY⟩, ?_⟩
  intro X hX
  rw [isStep_iff] at hX
  subst hX
  obtain ⟨hh, ht⟩ := evolved_hermitian_trace ladder τ superposition
  have hd : (evolved ladder τ superposition).det < 0 := by
    have hneg : -(4 * τ ^ 6 / (27 * (4 + τ ^ 2) ^ 2 * (1 + τ ^ 2))) < 0 := by
      have : 0 < τ ^ 6 := by positivity
      exact neg_lt_zero.2 (by positivity)
    rw [det_evolved]
    exact_mod_cast hneg
  exact ⟨hh superposition_state.1.isHermitian, ht.trans superposition_state.2, hd,
    fun hp => not_lt_of_ge hp.det_nonneg hd⟩

/-- For time step 2, any solution of the Crank-Nicolson equation with energies 0, 1, 2 and
initial entries 1/3 has determinant -4/135. -/
theorem det_step_two (X : Matrix (Fin 3) (Fin 3) ℂ)
    (h : X - superposition = (-I) • (hamiltonian ladder * (X + superposition)
      - (X + superposition) * hamiltonian ladder)) : X.det = -4 / 135 := by
  have hX : IsStep (hamiltonian ladder) 2 superposition X := by
    have e : -(I * (((2 : ℝ) : ℂ) / 2)) = -I := by norm_num
    unfold IsStep
    rw [e]
    exact h
  rw [(isStep_iff _ _ _ _).1 hX, det_evolved]
  push_cast
  norm_num

/-- For a two-level system with a diagonal Hamiltonian, a Crank-Nicolson step of any length
keeps a positive semidefinite matrix positive semidefinite. -/
theorem two_level_posSemidef (E : Fin 2 → ℝ) (τ : ℝ) (ρ X : Matrix (Fin 2) (Fin 2) ℂ)
    (hρ : ρ.PosSemidef) (hX : IsStep (hamiltonian E) τ ρ X) : X.PosSemidef := by
  rw [isStep_iff] at hX
  obtain ⟨d, hd0, hd1⟩ : ∃ d : Fin 2 → ℂ, d 0 = phase (τ * (E 0 - E 1) / 2) ∧ d 1 = 1 :=
    ⟨![phase (τ * (E 0 - E 1) / 2), 1], rfl, rfl⟩
  have p0 : phase 0 = 1 := by simp [phase]
  -- with a single energy gap the Cayley factors split into a product
  have key : ∀ i j, phase (τ * (E i - E j) / 2) = d i * star (d j) := by
    refine Fin.forall_fin_two.2 ⟨Fin.forall_fin_two.2 ⟨?_, ?_⟩, Fin.forall_fin_two.2 ⟨?_, ?_⟩⟩
    · rw [hd0, star_phase, phase_mul_neg, sub_self, mul_zero, zero_div, p0]
    · rw [hd0, hd1, star_one, mul_one]
    · rw [hd0, hd1, star_phase, one_mul]
      congr 1
      ring
    · rw [hd1, star_one, mul_one, sub_self, mul_zero, zero_div, p0]
  have e : X = diagonal d * ρ * (diagonal d)ᴴ := by
    rw [hX]
    ext i j
    rw [Matrix.diagonal_conjTranspose, Matrix.mul_diagonal, Matrix.diagonal_mul]
    change phase (τ * (E i - E j) / 2) * ρ i j = d i * ρ i j * star (d j)
    rw [key]
    ring
  rw [e]
  exact hρ.mul_mul_conjTranspose_same (diagonal d)

end

end LiouvilleCrankNicolson
```

```lean
#print axioms LiouvilleCrankNicolson.loses_positivity
#print axioms LiouvilleCrankNicolson.det_step_two
#print axioms LiouvilleCrankNicolson.two_level_posSemidef
```

```
'LiouvilleCrankNicolson.loses_positivity' depends on axioms: [propext, Classical.choice, Quot.sound]
'LiouvilleCrankNicolson.det_step_two' depends on axioms: [propext, Classical.choice, Quot.sound]
'LiouvilleCrankNicolson.two_level_posSemidef' depends on axioms: [propext, Classical.choice, Quot.sound]
```

## How the proof follows the derivation

**The Cayley factor.** `den_ne` shows $1+ix\neq0$ by comparing real parts. `star_phase` is the conjugation rule, and `phase_mul_neg` states $\varphi(x)\varphi(-x)=1$, which together with that rule gives modulus one. `phase_eq` separates real and imaginary parts:

$$\varphi(x)=\frac{1-x^2}{1+x^2}-i\,\frac{2x}{1+x^2}.$$

**Solving the step.** `isStep_iff` proves that the implicit equation is equivalent to `X = evolved E τ ρ`. In the forward direction, `congrArg` extracts the $(j,k)$ entry of the matrix equation, and the `simp only` call turns the products with a diagonal matrix into scalar products. After the denominator is cleared, `linear_combination e` performs the rearrangement into $(1+ix_{jk})X_{jk}=(1-ix_{jk})\rho_{jk}$. The converse runs the same algebra backwards. `evolved_hermitian_trace` then combines the conjugation rule with $x_{kj}=-x_{jk}$, and uses $\varphi(0)=1$ for the trace.

**The determinant.** `det_evolved` takes a more computational route than the identity with $|a^2-b|^2$. It writes $a=c-is$ and $b=C-iS$ with real $c,s,C,S$, which turns the determinant into

$$\frac{1-2(c^2+s^2)-(C^2+S^2)+2\big((c^2-s^2)C+2csS\big)}{27}.$$

The intermediate fact `hr` inserts the rational expressions in $\tau$ and checks the closed formula by `field_simp` and `ring`. The last `linear_combination` matches the complex $3\times3$ expansion to this real expression, using $i^2=-1$.

**The initial state and the conclusion.** `superposition_state` verifies that the initial matrix $P$ satisfies $P^\dagger=P$ and $P^2=P$. Thus $P=P^\dagger P$, which is positive semidefinite. In `loses_positivity`, `isStep_iff` supplies existence and uniqueness, and the previous results supply Hermiticity and trace. The sign of the determinant follows from $\tau^6>0$, and `hp.det_nonneg` gives the contradiction with positivity. `det_step_two` identifies its equation with `IsStep` at $\tau=2$ and evaluates the formula.

**Two levels.** In `two_level_posSemidef`, the fact `key` checks $\varphi(x_{ij})=d_i\bar d_j$ for the four index pairs. The fact `e` rewrites the solution as $D\rho D^\dagger$, and the final line applies Mathlib's theorem that this form preserves positive semidefiniteness.
